# The embedded energy matches the frozen-environment total energy to first order for differentiable functionals, and exactly for Hartree–Fock type ones

## From a full calculation to a subsystem calculation

In a projector-embedding calculation, one first converges a mean-field calculation on the whole molecule, then localises the occupied orbitals and assigns them to an active part and an environment. This splits the density matrix into $a+b$, with $a$ active and $b$ belonging to the environment. The code builds two Fock matrices, one from $a+b$ and one from $a$, and adds their difference to the core Hamiltonian of a new calculation on the active part alone, in which a projector keeps the orbitals out of the environment's occupied space. That calculation produces a trial density matrix $x$. The energy of $x$, evaluated with the original core Hamiltonian, is then corrected by a constant and a term linear in $x-a$.

The result below says how well this corrected energy reproduces the total energy at $x+b$, when the same differentiable functional is used for the active part and for the whole. It therefore applies to mean-field-in-mean-field embedding with one functional, not to a correlated wavefunction in a density-functional environment.

## Energy, potential and embedded energy

Let $H$ be a real Hilbert space whose vectors are densities or density matrices. For real symmetric matrices in a finite basis, the inner product is $\langle x,y\rangle=\operatorname{tr}(xy)$. Let $E:H\to\mathbb R$ be the energy functional. Its gradient $\nabla E(x)$ is the vector for which the derivative of $E$ at $x$ in direction $d$ is $\langle\nabla E(x),d\rangle$; for density matrices that count every electron it is the Fock matrix. A closed-shell code that stores half of that density matrix, counting each doubly occupied orbital once, has to double the traces with the potential below.

With $b$ fixed, the embedding potential built at an active density $x$ is
$$v(x)=\nabla E(x+b)-\nabla E(x).$$
The calculation uses the potential built at the reference density, $v=v(a)$, and the embedded energy
$$E_{\mathrm{emb}}(x)=E(x)+E(a+b)-E(a)+\langle x-a,v\rangle .$$

## Agreement at the reference density

At $x=a$ the linear term vanishes and $E(a)$ cancels, so $E_{\mathrm{emb}}(a)=E(a+b)$.

For the gradient, the constants contribute nothing, and the derivative of $\langle x-a,v\rangle$ in direction $d$ is $\langle d,v\rangle$. Hence
$$\nabla E_{\mathrm{emb}}(x)=\nabla E(x)+v,$$
and at the reference density
$$\nabla E_{\mathrm{emb}}(a)=\nabla E(a)+\nabla E(a+b)-\nabla E(a)=\nabla E(a+b).$$

The total energy with frozen environment, $x\mapsto E(x+b)$, has gradient $\nabla E(x+b)$ by the chain rule. At $a$ this is the same vector. The error
$$D(x)=E_{\mathrm{emb}}(x)-E(x+b)$$
therefore has $D(a)=0$ and zero derivative at $a$, which by the definition of the derivative means $D(x)=o(\lVert x-a\rVert)$. Only differentiability at $a$ and at $a+b$ has been used.

## When the error vanishes everywhere

Now let $E$ be differentiable on all of $H$. Subtracting the two gradients at a general $x$ gives
$$\nabla D(x)=\nabla E(x)+v(a)-\nabla E(x+b)=v(a)-v(x).$$

If $D$ is zero everywhere, its gradient is zero, so $v(x)=v(a)$ for all $x$. Conversely, if $v(x)=v(a)$ for all $x$, then $D$ has zero derivative everywhere. Along the straight line from $a$ to any $x$ it is constant, and since $D(a)=0$ it is zero. Embedding is thus exact for every active density precisely when the embedding potential does not depend on the active density at which it is built.

## Hartree–Fock type functionals

Take
$$E(x)=c+\langle h,x\rangle+\tfrac12\langle x,Gx\rangle,$$
where $c$ is a constant such as the nuclear repulsion, $h$ is the core Hamiltonian, and $G$ is the bounded linear map that turns a density matrix into its Coulomb and exchange matrix. Assume $\langle Gx,y\rangle=\langle x,Gy\rangle$. Physically, the interaction of $x$ with the field of $y$ equals that of $y$ with the field of $x$; in Hartree–Fock theory this comes from the permutation symmetry of the two-electron integrals.

Expanding in a displacement $d$,
$$E(x+d)-E(x)=\langle h,d\rangle+\tfrac12\langle x,Gd\rangle+\tfrac12\langle d,Gx\rangle+\tfrac12\langle d,Gd\rangle .$$
By symmetry the two middle terms add up to $\langle Gx,d\rangle$, and the last is of second order because $G$ is bounded. So $\nabla E(x)=h+Gx$, and
$$v(x)=h+G(x+b)-h-Gx=Gb,$$
which does not depend on $x$. By the criterion, $E_{\mathrm{emb}}(x)=E(x+b)$ for all $x$.

## A cubic functional, with numbers

For $E(t)=t^3$ on the real line, $v=3(a+b)^2-3a^2=6ab+3b^2$. Inserting this and expanding the cubes,
$$D(x)=3b(a^2-x^2)+6ab(x-a)=-3b(x-a)^2 .$$
The error is non-zero whenever $b\neq0$ and $x\neq a$.

Take $a=1$, $b=2$, $x=1.1$. Then $v=24$ and
$$E_{\mathrm{emb}}(1.1)=1.331+27-1+0.1\cdot24=29.731,$$
while $E(3.1)=29.791$. The difference is $-0.060=-3\cdot2\cdot0.1^2$. At $x=1.05$ it is $-0.015$: half the displacement gives a quarter of the error.

For comparison, the quadratic functional $E(t)=-2t+\tfrac12t^2$ has $v=b=2$ at the same densities. Here $E_{\mathrm{emb}}(1.1)=-1.595-1.5+1.5+0.2=-1.395$, and $E(3.1)=-6.2+4.805=-1.395$.

## Checking an embedding code

The part of the embedded energy that does not depend on $x$, namely $E(a+b)-E(a)-\langle a,v\rangle$, is computed once. Each later evaluation needs the subsystem energy $E(x)$ and one trace $\langle x,v\rangle$.

Comparing $E_{\mathrm{emb}}(a)$ with $E(a+b)$ tests the constants but not the potential, because $v$ is multiplied by $a-a=0$. With a correct potential and the same functional and basis, the converged embedded density is normally $a$ itself, so a density $x\neq a$ has to be taken from elsewhere, for instance from an unconverged iteration. A Hartree–Fock-in-Hartree–Fock comparison at such an $x$ tests one component of the potential: a wrong potential $v'$ shifts the energy by $\langle x-a,v'-v\rangle$, which is zero if $v'-v$ is orthogonal to $x-a$. In an orthonormal basis, for instance, a multiple of the identity added to $v$ goes unnoticed when $x$ and $a$ hold the same number of electrons. With a density functional that is not quadratic, a remaining difference at $x\neq a$ need not be a bug.

## How the Lean statements read

The type `H` is a complete real inner product space of any dimension. `embeddingPotential E a b` is $v(a)$, `embeddedEnergy E a b x` is $E_{\mathrm{emb}}(x)$, and `hartreeFockEnergy c h G` is the quadratic functional above, with `G : H →L[ℝ] H` a bounded linear map and `hG` its symmetry. `HasGradientAt f g x` says that `f` is differentiable at `x` with gradient `g`.

- `embedding_matches_total` assumes that $E$ is differentiable at $a$ and has gradient $g$ at $a+b$. It concludes that $E_{\mathrm{emb}}$ has the value $E(a+b)$ and the gradient $g$ at $a$.
- `embedding_error_isLittleO` is the estimate $D(x)=o(\lVert x-a\rVert)$ as $x\to a$.
- `embedding_exact_iff` is the criterion for a functional differentiable on all of `H`, with $a$ and $b$ fixed.
- `hartreeFock_embedding_exact` gives $E_{\mathrm{emb}}(x)=E(x+b)$ for all $a$, $b$ and $x$.
- `cubic_embedding_error` is the explicit error for $t^3$.

The vectors are unconstrained: nothing requires a density matrix to be idempotent, to hold a given number of electrons, or to have orbitals orthogonal to those of the environment. The projector that gives the method its name, which serves to keep the active orbitals out of the environment's occupied space, is not part of `embeddedEnergy`. The environment density $b$ never relaxes. The criterion is stated for an $E$ that is defined and differentiable on the whole space, which excludes functionals that make sense only for non-negative densities.

## The complete file

```lean
import Mathlib

open scoped InnerProductSpace Topology
open Asymptotics

namespace ProjectorEmbedding

noncomputable section

variable {H : Type*} [NormedAddCommGroup H] [InnerProductSpace ℝ H] [CompleteSpace H]

/-- The embedding potential: the gradient of the energy at the total density `a + b`
minus the gradient at the active density `a`. -/
def embeddingPotential (E : H → ℝ) (a b : H) : H :=
  gradient E (a + b) - gradient E a

/-- The embedded energy of a trial active density `x`, built from the reference active
density `a` and the environment density `b`. -/
def embeddedEnergy (E : H → ℝ) (a b x : H) : ℝ :=
  E x + E (a + b) - E a + ⟪x - a, embeddingPotential E a b⟫_ℝ

/-- An energy functional of Hartree-Fock type: a constant `c`, a one-body term with core
operator `h`, and half the quadratic form of the two-body map `G`. -/
def hartreeFockEnergy (c : ℝ) (h : H) (G : H →L[ℝ] H) (x : H) : ℝ :=
  c + ⟪h, x⟫_ℝ + (1 / 2) * ⟪x, G x⟫_ℝ

/-- At the reference active density the embedded energy is the energy of the total density. -/
theorem embeddedEnergy_self (E : H → ℝ) (a b : H) :
    embeddedEnergy E a b a = E (a + b) := by
  unfold embeddedEnergy
  rw [sub_self, inner_zero_left]
  ring

/-- The gradient of the embedded energy is the gradient of the bare subsystem energy plus
the embedding potential. -/
theorem hasGradientAt_embeddedEnergy {E : H → ℝ} (a b : H) {x : H}
    (hx : DifferentiableAt ℝ E x) :
    HasGradientAt (embeddedEnergy E a b) (gradient E x + embeddingPotential E a b) x := by
  have h1 := hx.hasGradientAt.hasFDerivAt
  -- the linear coupling to the embedding potential
  have h2 : HasFDerivAt (fun y : H => ⟪y - a, embeddingPotential E a b⟫_ℝ)
      (InnerProductSpace.toDual ℝ H (embeddingPotential E a b)) x := by
    have h := (ContinuousLinearMap.hasFDerivAt (x := x)
      (InnerProductSpace.toDual ℝ H (embeddingPotential E a b))).sub_const
        (⟪embeddingPotential E a b, a⟫_ℝ)
    refine h.congr_of_eventuallyEq (Filter.Eventually.of_forall fun y => ?_)
    show ⟪y - a, embeddingPotential E a b⟫_ℝ
      = ⟪embeddingPotential E a b, y⟫_ℝ - ⟪embeddingPotential E a b, a⟫_ℝ
    rw [inner_sub_left, real_inner_comm (embeddingPotential E a b) y,
      real_inner_comm (embeddingPotential E a b) a]
  rw [hasGradientAt_iff_hasFDerivAt, map_add]
  refine ((h1.add_const (E (a + b) - E a)).add h2).congr_of_eventuallyEq
    (Filter.Eventually.of_forall fun y => ?_)
  show embeddedEnergy E a b y
    = E y + (E (a + b) - E a) + ⟪y - a, embeddingPotential E a b⟫_ℝ
  unfold embeddedEnergy
  ring

/-- With the environment density `b` frozen, the gradient of the total energy with respect
to the active density `x` is the gradient of `E` at `x + b`. -/
theorem hasGradientAt_frozen {E : H → ℝ} {b x : H} {g : H}
    (hx : HasGradientAt E g (x + b)) :
    HasGradientAt (fun y => E (y + b)) g x := by
  have hf : HasFDerivAt (fun y : H => y + b) (ContinuousLinearMap.id ℝ H) x :=
    (hasFDerivAt_id x).add_const b
  have h := HasFDerivAt.comp x hx.hasFDerivAt hf
  rw [ContinuousLinearMap.comp_id] at h
  exact h

/-- At the reference active density, the embedded energy has both the value and the gradient
of the energy functional at the total density. -/
theorem embedding_matches_total {E : H → ℝ} {a b g : H}
    (ha : DifferentiableAt ℝ E a) (hab : HasGradientAt E g (a + b)) :
    embeddedEnergy E a b a = E (a + b) ∧ HasGradientAt (embeddedEnergy E a b) g a := by
  refine ⟨embeddedEnergy_self E a b, ?_⟩
  have h := hasGradientAt_embeddedEnergy a b ha
  -- the subsystem gradient cancels against the one inside the potential
  have e : gradient E a + embeddingPotential E a b = g := by
    rw [embeddingPotential, hab.gradient]
    abel
  rw [e] at h
  exact h

/-- The error of the embedded energy against the total energy with frozen environment
vanishes faster than the change `x - a` of the active density. -/
theorem embedding_error_isLittleO {E : H → ℝ} {a b : H}
    (ha : DifferentiableAt ℝ E a) (hab : DifferentiableAt ℝ E (a + b)) :
    (fun x => embeddedEnergy E a b x - E (x + b)) =o[𝓝 a] (fun x => x - a) := by
  have h1 := (embedding_matches_total ha hab.hasGradientAt).2.hasFDerivAt
  have h2 := (hasGradientAt_frozen hab.hasGradientAt).hasFDerivAt
  have h3 : HasFDerivAt (fun x => embeddedEnergy E a b x - E (x + b))
      (0 : H →L[ℝ] ℝ) a := by
    have h := h1.sub h2
    rw [sub_self] at h
    exact h
  refine h3.isLittleO.congr_left fun x => ?_
  simp [embeddedEnergy_self]

/-- Embedding reproduces the total energy for every active density exactly when the embedding
potential is the same at every active density. -/
theorem embedding_exact_iff {E : H → ℝ} (hE : Differentiable ℝ E) (a b : H) :
    (∀ x, embeddedEnergy E a b x = E (x + b)) ↔
      ∀ x, embeddingPotential E x b = embeddingPotential E a b := by
  constructor
  · intro h x
    -- equal functions have equal gradients
    have h1 := hasGradientAt_embeddedEnergy a b (hE x)
    have h2 := hasGradientAt_frozen (hE (x + b)).hasGradientAt
    have hfun : embeddedEnergy E a b = fun y => E (y + b) := funext h
    rw [hfun] at h1
    have e := h1.gradient.symm.trans h2.gradient
    exact sub_eq_of_eq_add' e.symm
  · intro h x
    -- the error has zero derivative everywhere and vanishes at `a`
    have hD : ∀ y, HasFDerivAt (fun z => embeddedEnergy E a b z - E (z + b))
        (0 : H →L[ℝ] ℝ) y := by
      intro y
      have h1 := hasGradientAt_embeddedEnergy a b (hE y)
      have h2 := hasGradientAt_frozen (hE (y + b)).hasGradientAt
      have e : gradient E y + embeddingPotential E a b = gradient E (y + b) := by
        rw [← h y, embeddingPotential]
        abel
      rw [e] at h1
      have h3 := h1.hasFDerivAt.sub h2.hasFDerivAt
      rw [sub_self] at h3
      exact h3
    have hc : embeddedEnergy E a b x - E (x + b) = embeddedEnergy E a b a - E (a + b) :=
      is_const_of_fderiv_eq_zero (fun y => (hD y).differentiableAt)
        (fun y => (hD y).fderiv) x a
    have hs := embeddedEnergy_self E a b
    linarith

/-- The gradient of a Hartree-Fock type energy with symmetric two-body map is the Fock
operator `h + G x`. -/
theorem hasGradientAt_hartreeFock (c : ℝ) (h : H) {G : H →L[ℝ] H}
    (hG : ∀ x y, ⟪G x, y⟫_ℝ = ⟪x, G y⟫_ℝ) (x : H) :
    HasGradientAt (hartreeFockEnergy c h G) (h + G x) x := by
  rw [hasGradientAt_iff_hasFDerivAt]
  have h1 := (ContinuousLinearMap.hasFDerivAt (x := x)
    (InnerProductSpace.toDual ℝ H h)).const_add c
  have h2 := ((hasFDerivAt_id x).inner ℝ (G.hasFDerivAt (x := x))).const_mul (1 / 2 : ℝ)
  have h3 : HasFDerivAt (hartreeFockEnergy c h G) _ x := h1.add h2
  refine h3.congr_fderiv ?_
  ext y
  show ⟪h, y⟫_ℝ + (1 / 2) * (⟪x, G y⟫_ℝ + ⟪y, G x⟫_ℝ) = ⟪h + G x, y⟫_ℝ
  -- symmetry merges the two halves of the two-body term
  rw [inner_add_left, ← hG x y, real_inner_comm (G x) y]
  ring

/-- For a Hartree-Fock type energy with symmetric two-body map, the embedded energy equals
the total energy for every active density. -/
theorem hartreeFock_embedding_exact (c : ℝ) (h : H) {G : H →L[ℝ] H}
    (hG : ∀ x y, ⟪G x, y⟫_ℝ = ⟪x, G y⟫_ℝ) (a b x : H) :
    embeddedEnergy (hartreeFockEnergy c h G) a b x = hartreeFockEnergy c h G (x + b) := by
  have hg : ∀ y, gradient (hartreeFockEnergy c h G) y = h + G y :=
    fun y => (hasGradientAt_hartreeFock c h hG y).gradient
  refine (embedding_exact_iff
    (fun y => (hasGradientAt_hartreeFock c h hG y).hasFDerivAt.differentiableAt) a b).2
    (fun y => ?_) x
  simp only [embeddingPotential, hg, map_add]
  abel

/-- For the cubic functional `t ^ 3` of a single real density variable, the embedding error
is `-3 b (x - a) ^ 2`. -/
theorem cubic_embedding_error (a b x : ℝ) :
    embeddedEnergy (fun t : ℝ => t ^ 3) a b x - (x + b) ^ 3 = -3 * b * (x - a) ^ 2 := by
  have hg : ∀ t : ℝ, gradient (fun t : ℝ => t ^ 3) t = 3 * t ^ 2 := fun t =>
    (hasDerivAt_pow 3 t).hasGradientAt'.gradient.trans (by norm_num)
  have hi : ∀ u v : ℝ, ⟪u, v⟫_ℝ = u * v := fun u v => by simp [mul_comm]
  simp only [embeddedEnergy, embeddingPotential, hg, hi]
  ring

end

end ProjectorEmbedding
```

```lean
#print axioms ProjectorEmbedding.embedding_error_isLittleO
#print axioms ProjectorEmbedding.hartreeFock_embedding_exact
#print axioms ProjectorEmbedding.cubic_embedding_error
```

```
'ProjectorEmbedding.embedding_error_isLittleO' depends on axioms: [propext, Classical.choice, Quot.sound]
'ProjectorEmbedding.hartreeFock_embedding_exact' depends on axioms: [propext, Classical.choice, Quot.sound]
'ProjectorEmbedding.cubic_embedding_error' depends on axioms: [propext, Classical.choice, Quot.sound]
```

## How the proof follows the derivation

**Value and gradients.** `embeddedEnergy_self` sets $x=a$ and cancels; it needs no differentiability, since the potential drops out. `hasGradientAt_embeddedEnergy` proves $\nabla E_{\mathrm{emb}}(x)=\nabla E(x)+v$. Its step `h2` differentiates the linear coupling by writing it as $\langle v,y\rangle-\langle v,a\rangle$, a continuous linear functional minus a constant. In Lean that functional is `InnerProductSpace.toDual ℝ H` applied to the potential, the map that turns a gradient vector into a derivative. `hasGradientAt_frozen` is the chain rule for the shift $y\mapsto y+b$, whose derivative is the identity.

**First order.** `embedding_matches_total` specialises the gradient formula to $x=a$, where `abel` carries out the cancellation of $\nabla E(a)$. In `embedding_error_isLittleO`, the derivatives `h1` and `h2` of the two energies are subtracted to give `h3`, the statement that $D$ has derivative zero at $a$. Unfolding that as a little-o estimate leaves a term $D(a)$, which `simp` removes using `embeddedEnergy_self`.

**The criterion.** In the forward direction of `embedding_exact_iff`, `funext` turns equality at every point into equality of functions. The two gradient formulas then describe the same function, and uniqueness of the gradient gives $\nabla E(x)+v(a)=\nabla E(x+b)$, which rearranges to $v(x)=v(a)$. In the backward direction, `hD` shows that $D$ has zero derivative at every point. The lemma `is_const_of_fderiv_eq_zero` takes the place of the argument along a straight line and gives $D(x)=D(a)$; `linarith` finishes with $D(a)=0$.

**The two examples.** `hasGradientAt_hartreeFock` applies the product rule to $\langle x,Gx\rangle$. After `ext y`, what remains is the equality of two derivatives in the direction $y$, and `hG` merges the two halves of the two-body term as in the expansion above. `hartreeFock_embedding_exact` feeds this gradient into the backward direction of the criterion, where linearity of $G$ reduces both potentials to $Gb$. For the cubic, `hg` supplies the gradient $3t^2$, `hi` identifies the inner product on the real line with multiplication, and `ring` checks the remaining polynomial identity.
